# A matrix that intertwines two finite-dimensional Hamiltonians also intertwines their propagators

The theorem `prop_intertwine` says that if a rectangular matrix V carries one Hamiltonian into another, AV = VB, then it carries the time evolution of one into that of the other: exp(-iAt)V = V exp(-iBt) for every real t. Here A and B are finite square complex matrices that do not depend on time, possibly of different sizes, and ħ is 1. Neither A nor B is assumed Hermitian, and V need not be an isometry or invertible. The attempt proves by induction that the relation holds for every power of the scaled matrices, then multiplies the exponential series of A by V on the right and that of B by V on the left. The two resulting series agree term by term, so uniqueness of the sum should give the result.

As first written in Lean, the proof fails:

```lean
import Mathlib

open Matrix
open scoped Kronecker

namespace PropIntertwine

noncomputable section

/-- The propagator `exp(-iHt)`. -/
def prop {n : Type*} [Fintype n] [DecidableEq n] (H : Matrix n n ℂ) (t : ℝ) : Matrix n n ℂ :=
  NormedSpace.exp ((-(Complex.I * t)) • H)

/-- The exponential series of a complex square matrix converges to its exponential. -/
theorem exp_hasSum {n : Type*} [Fintype n] [DecidableEq n] (A : Matrix n n ℂ) :
    HasSum (fun k : ℕ => ((k.factorial : ℂ)⁻¹) • A ^ k) (NormedSpace.exp A) := by
  let : NormedRing (Matrix n n ℂ) := Matrix.linftyOpNormedRing
  let : NormedAlgebra ℂ (Matrix n n ℂ) := Matrix.linftyOpNormedAlgebra
  exact NormedSpace.exp_series_hasSum_exp' A

/-- If `V` intertwines two Hamiltonians, it intertwines their propagators. -/
theorem prop_intertwine {m n : Type*} [Fintype m] [DecidableEq m] [Fintype n] [DecidableEq n]
    {A : Matrix m m ℂ} {B : Matrix n n ℂ} {V : Matrix m n ℂ} (h : A * V = V * B) (t : ℝ) :
    prop A t * V = V * prop B t := by
  unfold prop
  set z : ℂ := -(Complex.I * t)
  have hz : (z • A) * V = V * (z • B) := by rw [Matrix.smul_mul, h, Matrix.mul_smul]
  -- the relation passes to every power, hence to the series
  have hp : ∀ k : ℕ, (z • A) ^ k * V = V * (z • B) ^ k := by
    intro k
    induction k with
    | zero => simp
    | succ k ih =>
      rw [pow_succ, Matrix.mul_assoc, hz, ← Matrix.mul_assoc, ih, Matrix.mul_assoc, ← pow_succ]
  have hA := (exp_hasSum (z • A)).map
    (AddMonoidHom.mk' (fun X : Matrix m m ℂ => X * V) (fun _ _ => Matrix.add_mul _ _ _))
    (continuous_id.matrix_mul continuous_const)
  have hB := (exp_hasSum (z • B)).map
    (AddMonoidHom.mk' (fun X : Matrix n n ℂ => V * X) (fun _ _ => Matrix.mul_add _ _ _))
    (continuous_const.matrix_mul continuous_id)
  refine hA.unique ?_
  convert hB using 1
  funext k
  simp [Matrix.smul_mul, Matrix.mul_smul, hp]

end

end PropIntertwine
```

Messages:

```
Main.lean:24:35: error: unsolved goals
case e'_6
m : Type u_1
n : Type u_2
inst✝³ : Fintype m
inst✝² : DecidableEq m
inst✝¹ : Fintype n
inst✝ : DecidableEq n
A : Matrix m m ℂ
B : Matrix n n ℂ
V : Matrix m n ℂ
h : A * V = V * B
t : ℝ
z : ℂ := -(Complex.I * ↑t)
hz : z • A * V = V * z • B
hp : ∀ (k : ℕ), (z • A) ^ k * V = V * (z • B) ^ k
hA :
  HasSum (⇑(AddMonoidHom.mk' (fun X => X * V) ⋯) ∘ fun k => (↑k.factorial)⁻¹ • (z • A) ^ k)
    ((AddMonoidHom.mk' (fun X => X * V) ⋯) (NormedSpace.exp (z • A)))
hB :
  HasSum (⇑(AddMonoidHom.mk' (fun X => V * X) ⋯) ∘ fun k => (↑k.factorial)⁻¹ • (z • B) ^ k)
    ((AddMonoidHom.mk' (fun X => V * X) ⋯) (NormedSpace.exp (z • B)))
⊢ V * NormedSpace.exp (z • B) = (AddMonoidHom.mk' (fun X => V * X) ⋯) (NormedSpace.exp (z • B))
```

Diagnosis. The one error reports a goal left open at the end of the proof. After `refine hA.unique ?_`, the step `convert hB using 1` has to match two things with `hB`: the terms of the series and the value of its sum. It leaves an equation for each. The lines `funext k` and `simp` deal with the first, and nothing follows for the second, which is the goal in the message.

That goal asks that `V * NormedSpace.exp (z • B)` equal the map built by `AddMonoidHom.mk'` applied to `NormedSpace.exp (z • B)`. The map is defined as left multiplication by `V`, so the two sides are the same by definition, though written differently. The added `rfl` proves exactly this. The bullets give each goal its own block; they are mere tidying, and the argument for the terms is unchanged.

This version goes through:

```diff
@@ -41,6 +41,7 @@
   refine hA.unique ?_
   convert hB using 1
-  funext k
-  simp [Matrix.smul_mul, Matrix.mul_smul, hp]
+  · funext k
+    simp [Matrix.smul_mul, Matrix.mul_smul, hp]
+  · rfl
 
 end
```
